# Discrete Sturm comparison: every nonzero solution on a chain segment above the energy of its nodeless state takes both signs

An electron hops along a one-dimensional chain and is confined between two sites where its amplitude vanishes. Suppose that it is in a state with no sign change between these walls. Now take a second solution on the same stretch of chain, with the same on-site potential but a higher energy, and impose no condition on it at the walls. Can it be positive throughout?

The sites are labelled by integers $j$, the on-site energies $V_j$ are real, and energies are measured in units of the hopping strength. The Hamiltonian acts on a real amplitude $y$ as

$$(Hy)_j=-y_{j+1}-y_{j-1}+V_jy_j .$$

The same recurrence arises when $-\psi''+U\psi=\varepsilon\psi$ is discretised by central differences on a uniform grid of spacing $h$, with $V_j=2+h^2U_j$ and energy $h^2\varepsilon$. For this one-dimensional, non-interacting model, the answer tells a shooting calculation what the absence of a sign change says about the trial energy: it is not above the energy of the nodeless state.

```lean
import Mathlib

open Finset

namespace DiscreteSturm

noncomputable section
```

In Lean an amplitude is a function `ℤ → ℝ`, and `hamiltonian V y j` is $(Hy)_j$.

```lean
/-- The tight-binding Hamiltonian with unit hopping and on-site potential `V`, applied to the
amplitude `y` and evaluated at site `j`. -/
def hamiltonian (V y : ℤ → ℝ) (j : ℤ) : ℝ := -y (j + 1) - y (j - 1) + V j * y j
```

The equation $(Hy)_j=Ey_j$ is required only for $a<j<b$. It therefore involves only the values on $a,\dots,b$, and the end values are not constrained by equations of their own.

```lean
/-- The amplitude `y` solves the lattice Schrödinger equation at energy `E` at every site
strictly between `a` and `b`. -/
def SolvesBetween (V : ℤ → ℝ) (E : ℝ) (a b : ℤ) (y : ℤ → ℝ) : Prop :=
  ∀ j, a < j → j < b → hamiltonian V y j = E * y j
```

Throughout, $u$ solves this equation at energy $E$ and $v$ at energy $E'$, with the same $V$. Their lattice Wronskian on the bond from $j$ to $j+1$ is

$$W_j=u_jv_{j+1}-u_{j+1}v_j .$$

```lean
/-- The lattice Wronskian of two amplitudes on the bond from `j` to `j + 1`. -/
def wronskian (u v : ℤ → ℝ) (j : ℤ) : ℝ := u j * v (j + 1) - u (j + 1) * v j
```

In parts (d) to (f), $u$ is the nodeless state of the segment: $b\ge a+2$, $u_a=u_b=0$, and $u_j>0$ for $a<j<b$. The condition on $b$ ensures at least one interior site.

## (a) The Wronskian across one site

**Task.** Suppose that both equations hold at site $j$. Show that

$$W_j-W_{j-1}=(E-E')\,u_jv_j .$$

**Solution.** Multiply the equation for $u$ by $v_j$, the equation for $v$ by $u_j$, and subtract. The potential terms cancel, which leaves

$$-u_{j+1}v_j-u_{j-1}v_j+u_jv_{j+1}+u_jv_{j-1}=(E-E')u_jv_j .$$

Since $W_{j-1}=u_{j-1}v_j-u_jv_{j-1}$, the left side is $W_j-W_{j-1}$.

```lean
/-- Across a site the Wronskian of two solutions changes by the energy difference times the
product of the amplitudes. -/
theorem wronskian_step {V u v : ℤ → ℝ} {E E' : ℝ} {j : ℤ}
    (hu : hamiltonian V u j = E * u j) (hv : hamiltonian V v j = E' * v j) :
    wronskian u v j - wronskian u v (j - 1) = (E - E') * (u j * v j) := by
  unfold hamiltonian at hu hv
  unfold wronskian
  rw [sub_add_cancel]
  linear_combination v j * hu - u j * hv
```

The proof turns on `linear_combination`. The user supplies coefficients for known equations, and the tactic checks by ring algebra that the goal's left side minus its right side equals the same combination of the differences between the sides of those equations. It does not search for the coefficients. In `linear_combination v j * hu - u j * hv` they are the two multipliers used by hand. Values such as `u j` count as unknowns in this check, so index expressions must be brought into matching form first.

## (b) Green's identity on a segment

**Task.** Let $b=a+n+1$, so that $n\ge 0$ is the number of interior sites. Show that

$$W_{a+n}-W_a=(E-E')\sum_{k=0}^{n-1}u_{a+k+1}v_{a+k+1}.$$

**Solution.** Add the result of (a) over the interior sites $j=a+1,\dots,a+n$. The left side telescopes, and $j=a+k+1$ gives the stated sum. For $n=0$ both sides are zero.

```lean
/-- Green's identity on the chain: the Wronskian difference between two bonds is the energy
difference times the overlap of the solutions on the sites between them. -/
theorem green_identity {V u v : ℤ → ℝ} {E E' : ℝ} {a : ℤ} (n : ℕ)
    (hu : SolvesBetween V E a (a + n + 1) u) (hv : SolvesBetween V E' a (a + n + 1) v) :
    wronskian u v (a + n) - wronskian u v a
      = (E - E') * ∑ k ∈ range n, u (a + k + 1) * v (a + k + 1) := by
  induction n with
  | zero => simp
  | succ n ih =>
    have ih' := ih (fun j h1 h2 => hu j h1 (by omega)) (fun j h1 h2 => hv j h1 (by omega))
    have h := wronskian_step (hu (a + n + 1) (by omega) (by omega))
      (hv (a + n + 1) (by omega) (by omega))
    have e : a + (n : ℤ) + 1 - 1 = a + n := by ring
    have e2 : a + ((n + 1 : ℕ) : ℤ) = a + n + 1 := by push_cast; ring
    rw [e] at h
    rw [sum_range_succ, e2]
    linear_combination ih' + h
```

Lean carries out the telescoping by induction on $n$. The induction hypothesis covers the shorter segment, `wronskian_step` supplies the new site, and the two equations are added.

## (c) Using the zeros of $u$

**Task.** Suppose in addition that $u_a=u_{a+n+1}=0$. Show that

$$u_{a+n}v_{a+n+1}+u_{a+1}v_a=(E-E')\sum_{k=0}^{n-1}u_{a+k+1}v_{a+k+1}.$$

**Solution.** One term of each Wronskian vanishes: $W_{a+n}=u_{a+n}v_{a+n+1}$ and $W_a=-u_{a+1}v_a$. Insert these into (b).

With one interior site and $u_{a+1}\neq0$, division by $u_{a+1}$ gives $v_a+v_{a+2}=(E-E')v_{a+1}$. This is the equation for $v$ itself, because then $E=V_{a+1}$.

```lean
/-- When `u` vanishes at both ends, Green's identity relates the end values of `v` to the
overlap of `u` and `v` in the interior. -/
theorem boundary_identity {V u v : ℤ → ℝ} {E E' : ℝ} {a : ℤ} (n : ℕ)
    (hu : SolvesBetween V E a (a + n + 1) u) (hv : SolvesBetween V E' a (a + n + 1) v)
    (ha : u a = 0) (hb : u (a + n + 1) = 0) :
    u (a + n) * v (a + n + 1) + u (a + 1) * v a
      = (E - E') * ∑ k ∈ range n, u (a + k + 1) * v (a + k + 1) := by
  have h := green_identity n hu hv
  unfold wronskian at h
  rw [ha, hb] at h
  linear_combination h
```

## (d) No solution that is positive everywhere

**Task.** Let $u$ be the nodeless state and $E\le E'$. Show that the following is impossible:

$$v_j>0\quad\text{for all } a\le j\le b .$$

**Solution.** If it held, the left side of (c) would be strictly positive, because $u_{a+1}$, $u_{a+n}$, $v_a$ and $v_b$ are. On the right the sum is non-negative and $E-E'\le0$, so the right side would be at most zero. This is a contradiction.

```lean
/-- For `E ≤ E'`, a solution at energy `E'` cannot be positive at all sites `a..b` if a solution at
energy `E` vanishes at `a` and `b` and is positive at the sites strictly between, of which there is
at least one. -/
theorem not_all_positive {V u v : ℤ → ℝ} {E E' : ℝ} {a b : ℤ} (hE : E ≤ E')
    (hab : a + 2 ≤ b) (hu : SolvesBetween V E a b u) (hv : SolvesBetween V E' a b v)
    (ha : u a = 0) (hb : u b = 0) (hpos : ∀ j, a < j → j < b → 0 < u j) :
    ¬ ∀ j, a ≤ j → j ≤ b → 0 < v j := by
  intro hv0
  obtain ⟨n, rfl⟩ : ∃ n : ℕ, b = a + n + 1 := ⟨(b - a - 1).toNat, by omega⟩
  have h := boundary_identity n hu hv ha hb
  have hS : 0 ≤ ∑ k ∈ range n, u (a + k + 1) * v (a + k + 1) := by
    refine sum_nonneg fun k hk => ?_
    have hk' := mem_range.mp hk
    exact (mul_pos (hpos _ (by omega) (by omega)) (hv0 _ (by omega) (by omega))).le
  have h1 := mul_pos (hpos (a + n) (by omega) (by omega)) (hv0 (a + n + 1) (by omega) (by omega))
  have h2 := mul_pos (hpos (a + 1) (by omega) (by omega)) (hv0 a (by omega) (by omega))
  have h3 := mul_nonneg (sub_nonneg.mpr hE) hS
  linarith
```

The proof first writes $b$ as $a+n+1$ with a natural number $n$. The facts `h1` and `h2` are the positive boundary terms, `h3` gives the sign of the right side, and `linarith` finds the contradiction.

## (e) Non-negative solutions vanish

**Task.** Let $u$ be the nodeless state, $E<E'$, and $v_j\ge0$ for all $a\le j\le b$. Show that

$$v_j=0\quad\text{for all } a\le j\le b .$$

**Solution.** The left side of (c) is now at least zero and the right side at most zero, so both are zero. The two boundary terms are non-negative with sum zero, so each vanishes; since $u_{a+1}$ and $u_{a+n}$ are positive, $v_a=v_b=0$. Since $E-E'\ne0$, the sum also vanishes. Its terms are non-negative, so each $u_jv_j$ is zero, and $u_j>0$ gives $v_j=0$ at every interior site.

The strict inequality matters: for $E=E'$ the choice $v=u$ is non-negative and not zero.

```lean
/-- Suppose that a solution at energy `E` vanishes at `a` and `b` and is positive at the sites
strictly between, of which there is at least one. For `E < E'`, a solution at energy `E'` in the
same potential that is nowhere negative on `a..b` vanishes at all these sites. -/
theorem eq_zero_of_nonneg {V u v : ℤ → ℝ} {E E' : ℝ} {a b : ℤ} (hE : E < E')
    (hab : a + 2 ≤ b) (hu : SolvesBetween V E a b u) (hv : SolvesBetween V E' a b v)
    (ha : u a = 0) (hb : u b = 0) (hpos : ∀ j, a < j → j < b → 0 < u j)
    (hv0 : ∀ j, a ≤ j → j ≤ b → 0 ≤ v j) : ∀ j, a ≤ j → j ≤ b → v j = 0 := by
  obtain ⟨n, rfl⟩ : ∃ n : ℕ, b = a + n + 1 := ⟨(b - a - 1).toNat, by omega⟩
  have h := boundary_identity n hu hv ha hb
  have hterm : ∀ k ∈ range n, 0 ≤ u (a + k + 1) * v (a + k + 1) := by
    intro k hk
    have hk' := mem_range.mp hk
    exact mul_nonneg (hpos _ (by omega) (by omega)).le (hv0 _ (by omega) (by omega))
  have hS := sum_nonneg hterm
  have p1 := hpos (a + n) (by omega) (by omega)
  have p2 := hpos (a + 1) (by omega) (by omega)
  have h1 := mul_nonneg p1.le (hv0 (a + n + 1) (by omega) (by omega))
  have h2 := mul_nonneg p2.le (hv0 a (by omega) (by omega))
  have h3 := mul_nonneg (sub_pos.mpr hE).le hS
  -- the boundary terms are non-negative and `E - E'` times the overlap is non-positive, so all vanish
  have hS0 : ∑ k ∈ range n, u (a + k + 1) * v (a + k + 1) = 0 :=
    (mul_eq_zero.mp (by linarith :
      (E' - E) * ∑ k ∈ range n, u (a + k + 1) * v (a + k + 1) = 0)).resolve_left
      (sub_pos.mpr hE).ne'
  intro j hj1 hj2
  rcases eq_or_lt_of_le hj1 with rfl | hj1
  · exact (mul_eq_zero.mp (by linarith : u (a + 1) * v a = 0)).resolve_left p2.ne'
  rcases eq_or_lt_of_le hj2 with rfl | hj2
  · exact (mul_eq_zero.mp (by linarith : u (a + n) * v (a + n + 1) = 0)).resolve_left p1.ne'
  obtain ⟨k, rfl⟩ : ∃ k : ℕ, j = a + k + 1 := ⟨(j - a - 1).toNat, by omega⟩
  have hk := (sum_eq_zero_iff_of_nonneg hterm).mp hS0 k (mem_range.mpr (by omega))
  exact (mul_eq_zero.mp hk).resolve_left (hpos _ hj1 hj2).ne'
```

The final case distinction follows the same division into left end, right end and interior. For the interior, `sum_eq_zero_iff_of_nonneg` passes from a vanishing sum to vanishing terms.

## (f) Both signs occur

**Task.** Let $u$ be the nodeless state, $E<E'$, and $v$ not identically zero on $a,\dots,b$. Show that there are sites $i,k$ in $a,\dots,b$ with

$$v_i<0<v_k .$$

**Solution.** If no value were negative, (e) would make $v$ vanish on the whole segment, contrary to assumption. If no value were positive, then $-v$ would be non-negative. It solves the same linear equation at energy $E'$, so (e) would again give $v=0$.

```lean
/-- Discrete Sturm comparison: if `u` at energy `E` vanishes at `a` and `b` and is positive at the
sites between, of which there is at least one, every solution at a higher energy that is not
identically zero on `a..b` takes both strictly negative and strictly positive values there. -/
theorem sturm_comparison {V u v : ℤ → ℝ} {E E' : ℝ} {a b : ℤ} (hE : E < E')
    (hab : a + 2 ≤ b) (hu : SolvesBetween V E a b u) (hv : SolvesBetween V E' a b v)
    (ha : u a = 0) (hb : u b = 0) (hpos : ∀ j, a < j → j < b → 0 < u j)
    (hne : ∃ j, a ≤ j ∧ j ≤ b ∧ v j ≠ 0) :
    (∃ i, a ≤ i ∧ i ≤ b ∧ v i < 0) ∧ (∃ k, a ≤ k ∧ k ≤ b ∧ 0 < v k) := by
  obtain ⟨j, hj1, hj2, hj⟩ := hne
  constructor
  · by_contra hcon
    exact hj (eq_zero_of_nonneg hE hab hu hv ha hb hpos
      (fun i h1 h2 => le_of_not_gt fun h => hcon ⟨i, h1, h2, h⟩) j hj1 hj2)
  · by_contra hcon
    -- the amplitude `-v` solves the same equation
    have hv' : SolvesBetween V E' a b (fun i => -v i) := by
      intro i h1 h2
      have h := hv i h1 h2
      unfold hamiltonian at h ⊢
      linear_combination -h
    have h0 := eq_zero_of_nonneg hE hab hu hv' ha hb hpos
      (fun i h1 h2 => neg_nonneg.mpr (le_of_not_gt fun h => hcon ⟨i, h1, h2, h⟩)) j hj1 hj2
    exact hj (neg_eq_zero.mp h0)
```

The hypothesis `hne` says that $v$ is nonzero somewhere on the segment. The comparison is between two energies in one potential, not between two potentials. The conclusion gives two sites of opposite sign; it neither locates a sign change between them nor counts the changes.

## (g) The standing wave of the free chain

**Task.** Set $V_j=0$, let $N\ge2$ be an integer, and take $s_j=\sin(\pi j/N)$.

```lean
/-- The amplitude `sin (π j / N)` on the free chain, for `N ≠ 0`. -/
def standingWave (N j : ℤ) : ℝ := Real.sin (Real.pi / N * j)
```

Show that $s$ is a nodeless state on $0,\dots,N$:

$$-s_{j+1}-s_{j-1}=-2\cos(\pi/N)\,s_j,\qquad s_0=s_N=0,\qquad s_j>0\ \ (0<j<N).$$

**Solution.** With $\theta=\pi/N$, the addition theorems give $\sin(\theta j+\theta)+\sin(\theta j-\theta)=2\cos\theta\,\sin\theta j$, which is the first claim up to sign. At the ends, $\sin0=\sin\pi=0$. For $0<j<N$ the argument lies strictly between $0$ and $\pi$, where the sine is positive.

The normalised state is $\sqrt{2/N}\,s_j$; the positive factor does not affect any sign.

```lean
/-- On the free chain the standing wave has energy `-2 cos (π / N)`, vanishes at sites `0` and
`N`, and is positive strictly between. -/
theorem sturm_comparison_witness {N : ℤ} (hN : 2 ≤ N) :
    SolvesBetween (fun _ => 0) (-2 * Real.cos (Real.pi / N)) 0 N (standingWave N) ∧
      standingWave N 0 = 0 ∧ standingWave N N = 0 ∧
      ∀ j, 0 < j → j < N → 0 < standingWave N j := by
  have hN0 : (0 : ℝ) < N := by exact_mod_cast (by omega : 0 < N)
  refine ⟨fun j _ _ => ?_, by simp [standingWave], ?_, fun j h1 h2 => ?_⟩
  · simp only [hamiltonian, standingWave]
    push_cast
    rw [mul_add, mul_sub, mul_one, Real.sin_add, Real.sin_sub]
    ring
  · unfold standingWave
    rw [div_mul_cancel₀ _ hN0.ne', Real.sin_pi]
  · have hj : (0 : ℝ) < j := by exact_mod_cast h1
    have hjN : (j : ℝ) < N := by exact_mod_cast h2
    refine Real.sin_pos_of_pos_of_lt_pi (mul_pos (div_pos Real.pi_pos hN0) hj) ?_
    rw [div_mul_eq_mul_div, div_lt_iff₀ hN0]
    exact mul_lt_mul_of_pos_left hjN Real.pi_pos
```

## (h) A sign criterion for the free chain

**Task.** Let $v$ solve the free equation at energy $E'$ for $0<j<N$, with $N\ge2$, and let it be nonzero somewhere on $0,\dots,N$. Show that

$$E'>-2\cos(\pi/N)\quad\Longrightarrow\quad v_i<0<v_k\ \text{ for some } i,k\in\{0,\dots,N\}.$$

**Solution.** Apply (f) with $a=0$, $b=N$ and $u=s$. Part (g) supplies every hypothesis on $u$.

```lean
/-- On the free chain, for `N ≥ 2`, a solution with energy above `-2 cos (π / N)` that is not
identically zero on the sites `0..N` takes both signs there. -/
theorem free_chain_sign_change {N : ℤ} (hN : 2 ≤ N) {E' : ℝ} {v : ℤ → ℝ}
    (hE : -2 * Real.cos (Real.pi / N) < E') (hv : SolvesBetween (fun _ => 0) E' 0 N v)
    (hne : ∃ j, 0 ≤ j ∧ j ≤ N ∧ v j ≠ 0) :
    (∃ i, 0 ≤ i ∧ i ≤ N ∧ v i < 0) ∧ (∃ k, 0 ≤ k ∧ k ≤ N ∧ 0 < v k) := by
  obtain ⟨hu, h0, h1, hpos⟩ := sturm_comparison_witness hN
  exact sturm_comparison hE (by omega) hu hv h0 h1 hpos hne
```

Read in the other direction, a nonzero free solution without a negative value on $0,\dots,N$ has energy at most $-2\cos(\pi/N)$.

## (i) A positive solution at lower energy

**Task.** Show that the uniform amplitude $v_j=1$ solves the free equation at energy $-2$, and that for $N\ge2$

$$-2<-2\cos(\pi/N).$$

**Solution.** Direct substitution gives $-1-1=-2\cdot1$. Since $0<\pi/N\le\pi/2$, the cosine is strictly less than $1$, and the inequality follows.

This solution is not a state of the electron confined between the walls, because it does not vanish at the sites $0$ and $N$. It is positive everywhere, so the conclusion of (h) fails for it, and the condition on the energy in (h) does real work.

```lean
/-- The uniform amplitude `1` solves the free chain at energy `-2`, which lies below the energy
`-2 cos (π / N)` of the standing wave. -/
theorem uniform_state_below {N : ℤ} (hN : 2 ≤ N) :
    SolvesBetween (fun _ => 0) (-2) 0 N (fun _ => 1) ∧
      -2 < -2 * Real.cos (Real.pi / N) := by
  have hN1 : (1 : ℝ) ≤ N := by exact_mod_cast (by omega : 1 ≤ N)
  have hN0 : (0 : ℝ) < N := by linarith
  refine ⟨fun j _ _ => by norm_num [hamiltonian], ?_⟩
  have h := Real.cos_lt_cos_of_nonneg_of_le_pi le_rfl
    (div_le_self Real.pi_pos.le hN1) (div_pos Real.pi_pos hN0)
  rw [Real.cos_zero] at h
  linarith

end

end DiscreteSturm
```

```lean
#print axioms DiscreteSturm.not_all_positive
#print axioms DiscreteSturm.sturm_comparison
#print axioms DiscreteSturm.free_chain_sign_change
#print axioms DiscreteSturm.uniform_state_below
```

```
'DiscreteSturm.not_all_positive' depends on axioms: [propext, Classical.choice, Quot.sound]
'DiscreteSturm.sturm_comparison' depends on axioms: [propext, Classical.choice, Quot.sound]
'DiscreteSturm.free_chain_sign_change' depends on axioms: [propext, Classical.choice, Quot.sound]
'DiscreteSturm.uniform_state_below' depends on axioms: [propext, Classical.choice, Quot.sound]
```
